# Two product vectors span the −1 eigenspace of the XY bond −½[(1+g)XX + (1−g)YY + h(Z₁+Z₂)] when g > 0 and h² + g² = 1

The lemma `bond_ground_iff` concerns two spins-½ coupled by a single XY bond with real anisotropy g and field h, where g > 0 and h² + g² = 1. Given real amplitudes with a ≠ 0 and b²(1+h) = g a², it states that a two-spin vector ψ is an eigenvector equation solution at −1, that is, the bond matrix sends ψ to −ψ, exactly when ψ is a complex linear combination of (a,b) ⊗ (a,b) and (a,−b) ⊗ (a,−b). These product vectors need not be normalised, and ψ may be zero. For the forward direction, the attempt extracts two relations between the components of ψ, writes down explicit coefficients and checks the four components one by one. The converse applies `bond_product` to b and to −b.

Lean 4 with Mathlib refuses this proof:

```lean
import Mathlib

open Matrix
open scoped Kronecker

namespace BondGroundIff

noncomputable section

/-- The Pauli matrix X. -/
def sX : Matrix (Fin 2) (Fin 2) ℂ := !![0, 1; 1, 0]

/-- The Pauli matrix Y. -/
def sY : Matrix (Fin 2) (Fin 2) ℂ := !![0, -Complex.I; Complex.I, 0]

/-- The Pauli matrix Z. -/
def sZ : Matrix (Fin 2) (Fin 2) ℂ := !![1, 0; 0, -1]

/-- The two-spin XY bond matrix with anisotropy `g` and field `h`. -/
def bond (g h : ℝ) : Matrix (Fin 2 × Fin 2) (Fin 2 × Fin 2) ℂ :=
  (-((1 + g) / 2) : ℂ) • (sX ⊗ₖ sX) - ((1 - g) / 2 : ℂ) • (sY ⊗ₖ sY)
    - (h / 2 : ℂ) • (sZ ⊗ₖ (1 : Matrix (Fin 2) (Fin 2) ℂ)
      + (1 : Matrix (Fin 2) (Fin 2) ℂ) ⊗ₖ sZ)

/-- The one-spin vector with real amplitudes `a` (up) and `b` (down). -/
def spinor (a b : ℝ) : Fin 2 → ℂ := ![(a : ℂ), (b : ℂ)]

/-- Two spins in the same one-spin state `u`. -/
def pairState (u : Fin 2 → ℂ) : Fin 2 × Fin 2 → ℂ := fun p => u p.1 * u p.2

/-- The four components of the bond matrix applied to a two-spin vector `ψ`. -/
theorem bond_mulVec (g h : ℝ) (ψ : Fin 2 × Fin 2 → ℂ) :
    (bond g h *ᵥ ψ) (0, 0) = -h * ψ (0, 0) - g * ψ (1, 1) ∧
    (bond g h *ᵥ ψ) (0, 1) = -ψ (1, 0) ∧
    (bond g h *ᵥ ψ) (1, 0) = -ψ (0, 1) ∧
    (bond g h *ᵥ ψ) (1, 1) = h * ψ (1, 1) - g * ψ (0, 0) := by
  refine ⟨?_, ?_, ?_, ?_⟩ <;>
    simp [bond, sX, sY, sZ, Matrix.mulVec, dotProduct, Fintype.sum_prod_type,
      Fin.sum_univ_two, Matrix.kroneckerMap_apply] <;> ring

/-- For `g > 0` on the circle `h² + g² = 1`, the amplitude condition `b²(1+h) = g a²`
implies its companion `g b² = (1-h) a²`. -/
theorem amplitude_relation {g h a b : ℝ} (hg : 0 < g) (hgh : h ^ 2 + g ^ 2 = 1)
    (hab : b ^ 2 * (1 + h) = g * a ^ 2) : g * b ^ 2 = (1 - h) * a ^ 2 :=
  mul_left_cancel₀ hg.ne' (by linear_combination b ^ 2 * hgh + (1 - h) * hab)

/-- For `g > 0`, `h² + g² = 1` and `b²(1+h) = g a²`, the bond matrix maps the product
vector `(a,b) ⊗ (a,b)` to minus itself. -/
theorem bond_product {g h a b : ℝ} (hg : 0 < g) (hgh : h ^ 2 + g ^ 2 = 1)
    (hab : b ^ 2 * (1 + h) = g * a ^ 2) :
    bond g h *ᵥ pairState (spinor a b) = -pairState (spinor a b) := by
  have key : ∀ x : Fin 2, x = 0 ∨ x = 1 := by decide
  have r1 : (g : ℂ) * b ^ 2 = (1 - h) * a ^ 2 := by
    exact_mod_cast amplitude_relation hg hgh hab
  have r2 : (b : ℂ) ^ 2 * (1 + h) = g * a ^ 2 := by exact_mod_cast hab
  have v0 : spinor a b 0 = a := rfl
  have v1 : spinor a b 1 = b := rfl
  obtain ⟨e0, e1, e2, e3⟩ := bond_mulVec g h (pairState (spinor a b))
  funext ⟨p, q⟩
  rcases key p with rfl | rfl <;> rcases key q with rfl | rfl
  · rw [e0]; simp only [pairState, Pi.neg_apply, v0, v1]; linear_combination -r1
  · rw [e1]; simp only [pairState, Pi.neg_apply, v0, v1]; ring
  · rw [e2]; simp only [pairState, Pi.neg_apply, v0, v1]; ring
  · rw [e3]; simp only [pairState, Pi.neg_apply, v0, v1]; linear_combination r2

/-- For `g > 0`, `h² + g² = 1`, `a ≠ 0` and `b²(1+h) = g a²`, the eigenspace of the bond
matrix at -1 is the span of `(a,b) ⊗ (a,b)` and `(a,-b) ⊗ (a,-b)`. -/
theorem bond_ground_iff {g h a b : ℝ} (hg : 0 < g) (hgh : h ^ 2 + g ^ 2 = 1) (ha : a ≠ 0)
    (hab : b ^ 2 * (1 + h) = g * a ^ 2) (ψ : Fin 2 × Fin 2 → ℂ) :
    bond g h *ᵥ ψ = -ψ ↔ ∃ α β : ℂ,
      ψ = α • pairState (spinor a b) + β • pairState (spinor a (-b)) := by
  have key : ∀ x : Fin 2, x = 0 ∨ x = 1 := by decide
  constructor
  · intro hψ
    have hpos : 0 < g * a ^ 2 := by positivity
    have hb : b ≠ 0 := by rintro rfl; simp at hab; simp_all
    have hh : 1 + h ≠ 0 := by intro h0; rw [h0] at hab; linarith
    have ha' : (a : ℂ) ≠ 0 := by exact_mod_cast ha
    have hb' : (b : ℂ) ≠ 0 := by exact_mod_cast hb
    have hh' : (1 + h : ℂ) ≠ 0 := by exact_mod_cast hh
    have r2 : (b : ℂ) ^ 2 * (1 + h) = g * a ^ 2 := by exact_mod_cast hab
    obtain ⟨-, e1, -, e3⟩ := bond_mulVec g h ψ
    rw [hψ] at e1 e3
    simp only [Pi.neg_apply] at e1 e3
    have h3 : (b : ℂ) ^ 2 * ψ (0, 0) = a ^ 2 * ψ (1, 1) :=
      mul_left_cancel₀ hh' (by linear_combination ψ (0, 0) * r2 + (a : ℂ) ^ 2 * e3)
    -- the parallel and antiparallel amplitudes fix the two coefficients
    refine ⟨(ψ (0, 0) / a ^ 2 + ψ (0, 1) / (a * b)) / 2,
      (ψ (0, 0) / a ^ 2 - ψ (0, 1) / (a * b)) / 2, ?_⟩
    have v0 (c : ℝ) : spinor a c 0 = a := rfl
    have v1 (c : ℝ) : spinor a c 1 = c := rfl
    funext ⟨p, q⟩
    rcases key p with rfl | rfl <;> rcases key q with rfl | rfl <;>
      simp only [pairState, Pi.add_apply, Pi.smul_apply, smul_eq_mul, v0, v1,
        Complex.ofReal_neg] <;> field_simp
    · ring
    · ring
    · linear_combination 2 * e1
    · linear_combination -2 * h3
  · rintro ⟨α, β, rfl⟩
    rw [Matrix.mulVec_add, Matrix.mulVec_smul, Matrix.mulVec_smul, bond_product hg hgh hab,
      bond_product hg hgh (b := -b) (by rw [neg_sq]; exact hab)]
    module

end

end BondGroundIff
```

The compiler's answer:

```
Main.lean:98:6: error: ring failed, ring expressions not equal
g h a b : ℝ
hg : 0 < g
hgh : h ^ 2 + g ^ 2 = 1
ha : a ≠ 0
hab : b ^ 2 * (1 + h) = g * a ^ 2
ψ : Fin 2 × Fin 2 → ℂ
key : ∀ (x : Fin 2), x = 0 ∨ x = 1
hψ : bond g h *ᵥ ψ = -ψ
hpos : 0 < g * a ^ 2
hb : b ≠ 0
hh : 1 + h ≠ 0
ha' : ↑a ≠ 0
hb' : ↑b ≠ 0
hh' : 1 + ↑h ≠ 0
r2 : ↑b ^ 2 * (1 + ↑h) = ↑g * ↑a ^ 2
e1 : -ψ (0, 1) = -ψ (1, 0)
e3 : -ψ (1, 1) = ↑h * ψ (1, 1) - ↑g * ψ (0, 0)
h3 : ↑b ^ 2 * ψ (0, 0) = ↑a ^ 2 * ψ (1, 1)
v0 : ∀ (c : ℝ), spinor a c 0 = ↑a
v1 : ∀ (c : ℝ), spinor a c 1 = ↑c
⊢ -(ψ (1, 0) * 2) + ψ (1, 0) * ↑a * 2 - ↑a * ψ (0, 1) * 2 + ψ (0, 1) * 2 = 0
```

Diagnosis. The error is in the check of the (1, 0) component. There the chosen coefficients reproduce ψ (0, 1), so the proof needs the equality of ψ (0, 1) and ψ (1, 0), which `e1` supplies.

The hypothesis is the right one, but its multiplier is wrong. `linear_combination 2 * e1` subtracts twice the difference of the sides of `e1` from that of the goal, and asks `ring` to show that the result is zero. The remainder in the message equals 2(a − 1)(ψ (1, 0) − ψ (0, 1)). Adding back what was subtracted shows that, after `field_simp`, the two sides of the goal differ by 2a(ψ (1, 0) − ψ (0, 1)): a factor a is still there. The remainder is not identically zero, and `ring` does not use `e1` to make it vanish.

The repair changes the multiplier to `2 * (a : ℂ)`. The subtracted term then matches the goal's difference exactly, and `ring` closes the identity.

Fix (accepted with no message):

```diff
@@ -96,5 +96,5 @@
     · ring
     · ring
-    · linear_combination 2 * e1
+    · linear_combination 2 * (a : ℂ) * e1
     · linear_combination -2 * h3
   · rintro ⟨α, β, rfl⟩
```
